# Classical post-collision shifts peak at half the decay rate times the inverse-speed difference (atomic units)

A simple classical estimate of the most probable post-collision shift after inner-shell photoionisation uses the decay rate $G$ of the core hole, the speed $v_1$ of the photoelectron and the speed $v_2>v_1$ of the Auger electron:

$$s_{\max}=\frac{G}{2}\left(\frac1{v_1}-\frac1{v_2}\right).$$

This rests on a model in which both electrons keep constant speeds and the hole decays exponentially. It is unreliable just above the threshold, where the ion slows the photoelectron strongly and the formula grows without bound as $v_1\to0$. Within the model, a simulation that samples decay times should give a histogram of shifts that follows the density derived below.

```lean
import Mathlib

open MeasureTheory Set Filter Topology

namespace PostCollisionShift

noncomputable section
```

## The shift as a function of the decay time

The photoelectron leaves the atom at time $0$ and the Auger electron at time $t>0$. What matters about the two speeds is the difference of their inverses,

$$c=\frac1{v_1}-\frac1{v_2},$$

which is positive when $v_1<v_2$.

```lean
/-- The difference `1/v₁ - 1/v₂` of the inverse speeds of photoelectron and Auger electron,
for nonzero speeds. -/
def slownessGap (v₁ v₂ : ℝ) : ℝ := 1 / v₁ - 1 / v₂
```

The core hole has a constant probability $G$ of decaying per unit time, so the decay time has density $G e^{-Gt}$ on $t>0$. In atomic units $G$ is also the lifetime width of the hole. The exponential law is an assumption of the model.

```lean
/-- The exponential density of decay times `t > 0` of a core hole with decay rate `G`. -/
def decayDensity (G t : ℝ) : ℝ := G * Real.exp (-(G * t))
```

The density claimed for the shift $s>0$ is

$$f(s)=\frac{Gc}{s^2}\,e^{-Gc/s}.$$

```lean
/-- The density of post-collision shifts `s > 0` for decay rate `G` and slowness gap `c`. -/
def shiftDensity (G c s : ℝ) : ℝ := G * c / s ^ 2 * Real.exp (-(G * c / s))
```

All three definitions are functions on the whole real line. The restriction to positive times and shifts enters through the ranges of integration and the hypotheses of the theorems.

When the Auger electron overtakes, the photoelectron begins to see an ion with one more unit of charge. It loses the energy $1/r$, where $r$ is the overtaking radius, and the Auger electron gains it. If the electrons meet at time $T$, then $r=v_1T=v_2(T-t)$. Hence $(v_2-v_1)T=v_2t$, and

$$T=\frac{v_2t}{v_2-v_1},\qquad r=\frac{v_1v_2\,t}{v_2-v_1},\qquad \frac1r=\frac{v_2-v_1}{v_1v_2}\,\frac1t=\frac ct .$$

Since $v_2(T-t)=v_1T>0$, the meeting comes after the decay.

```lean
/-- A photoelectron leaves at time `0` with speed `v₁ > 0`, a faster Auger electron at time
`t > 0` with speed `v₂`. If they are at the same radius at time `T`, then `T` is later than `t`,
and the Coulomb energy `1/r` at that radius (atomic units) is the slowness gap over `t`. -/
theorem shift_at_overtaking {v₁ v₂ t T : ℝ} (h1 : 0 < v₁) (h12 : v₁ < v₂) (ht : 0 < t)
    (hT : v₁ * T = v₂ * (T - t)) :
    t < T ∧ 1 / (v₁ * T) = slownessGap v₁ v₂ / t := by
  have h2 : 0 < v₂ := h1.trans h12
  have hprod : 0 < (v₂ - v₁) * T := by
    have := mul_pos h2 ht
    nlinarith
  have hT0 : 0 < T := (mul_pos_iff_of_pos_left (sub_pos.mpr h12)).mp hprod
  have hlater : 0 < v₂ * (T - t) := hT ▸ mul_pos h1 hT0
  refine ⟨sub_pos.mp ((mul_pos_iff_of_pos_left h2).mp hlater), ?_⟩
  have hgap : slownessGap v₁ v₂ = (v₂ - v₁) / (v₁ * v₂) := by
    unfold slownessGap
    field_simp
  rw [hgap, div_div, div_eq_div_iff (by positivity) (by positivity)]
  linear_combination v₁ * hT
```

The hypothesis `hT` says that the two radii agree at time `T`; the theorem returns `t < T` and the value of $1/r$. The proof first obtains $T>0$ from $(v_2-v_1)T>0$, then clears denominators, and `linear_combination` finishes with a multiple of the meeting condition. The kinematics are idealised: both electrons start at radius zero, neither is slowed by the ion, and the energy exchange happens all at once. That this energy is the observed shift is the physical reading of the theorem.

## From decay times to shifts

The map $s=c/t$ is its own inverse in form, $t=c/s$, with $|dt/ds|=c/s^2$. For a set $S$ of positive shifts and an observable $h$,

$$\int_{\{t>0,\;c/t\in S\}}G e^{-Gt}\,h(c/t)\,dt=\int_S G e^{-Gc/s}\,h(s)\,\frac{c}{s^2}\,ds=\int_S f(s)\,h(s)\,ds .$$

```lean
/-- For `c > 0` and a measurable window `S` of positive shifts, integrating an observable `h` of the
shift `c/t` against the decay density, over the positive decay times that lead into `S`, gives the
same value as integrating `h` against the shift density over `S`. -/
theorem shift_law {G c : ℝ} (hc : 0 < c) {S : Set ℝ} (hS : MeasurableSet S)
    (hpos : S ⊆ Ioi 0) (h : ℝ → ℝ) :
    ∫ t in {t : ℝ | 0 < t ∧ c / t ∈ S}, decayDensity G t * h (c / t) =
      ∫ s in S, shiftDensity G c s * h s := by
  have hinv : ∀ u : ℝ, 0 < u → c / (c / u) = u := by
    intro u hu
    field_simp
  -- the decay times leading into `S` are the image of `S` under `s ↦ c / s`
  have himg : {t : ℝ | 0 < t ∧ c / t ∈ S} = (fun s => c / s) '' S := by
    ext t
    constructor
    · rintro ⟨ht, hts⟩
      exact ⟨c / t, hts, hinv t ht⟩
    · rintro ⟨s, hs, rfl⟩
      have hs0 : 0 < s := hpos hs
      refine ⟨div_pos hc hs0, ?_⟩
      show c / (c / s) ∈ S
      rw [hinv s hs0]
      exact hs
  have hderiv : ∀ s ∈ S, HasDerivWithinAt (fun s => c / s) (-c / s ^ 2) S s := by
    intro s hs
    have hs0 : 0 < s := hpos hs
    have hd := (hasDerivAt_const s c).fun_div (hasDerivAt_id' s) hs0.ne'
    exact (hd.congr_deriv (by ring)).hasDerivWithinAt
  have hinj : InjOn (fun s => c / s) S := by
    intro x hx y hy hxy
    have hxy' : c / x = c / y := hxy
    rw [← hinv x (hpos hx), hxy', hinv y (hpos hy)]
  rw [himg]
  refine (integral_image_eq_integral_abs_deriv_smul hS hderiv hinj
    (fun t => decayDensity G t * h (c / t))).trans ?_
  refine setIntegral_congr_fun hS (fun s hs => ?_)
  have hs0 : 0 < s := hpos hs
  show |-c / s ^ 2| * (decayDensity G (c / s) * h (c / (c / s))) = shiftDensity G c s * h s
  have habs : |-c / s ^ 2| = c / s ^ 2 := by
    rw [neg_div, abs_neg, abs_of_pos (by positivity)]
  have harg : G * (c / s) = G * c / s := by ring
  rw [hinv s hs0, habs, decayDensity, shiftDensity, harg]
  ring
```

This is what makes `shiftDensity` the density of the shift: it is derived from the decay law and $s=c/t$. In the proof, `himg` identifies the relevant decay times with the image of `S` under $s\mapsto c/s$, `hderiv` supplies the derivative $-c/s^2$, and `hinj` shows that no decay time is counted twice. Mathlib's change-of-variables theorem then applies, and the remaining lines simplify the integrand. The observable `h` is arbitrary, but if its integral diverges, as for $h(s)=s$ over all positive shifts when $G>0$, Lean assigns zero to both sides and the equality says nothing about a mean shift.

The total weight of late decays follows from the antiderivative $-e^{-Gt}$:

$$\int_a^\infty G e^{-Gt}\,dt=\Big[-e^{-Gt}\Big]_a^\infty=e^{-Ga}.$$

```lean
/-- For `G > 0` the exponential decay density integrated over times later than `a` gives
`exp (-G a)`. -/
theorem decay_tail {G : ℝ} (hG : 0 < G) (a : ℝ) :
    ∫ t in Ioi a, decayDensity G t = Real.exp (-(G * a)) := by
  have hderiv : ∀ t ∈ Ici a,
      HasDerivAt (fun t => -Real.exp (-(G * t))) (decayDensity G t) t := by
    intro t _
    have h1 : HasDerivAt (fun y : ℝ => -(G * y)) (-(G * 1)) t :=
      ((hasDerivAt_id' t).const_mul G).fun_neg
    exact h1.exp.fun_neg.congr_deriv (by unfold decayDensity; ring)
  have hlim : Tendsto (fun t : ℝ => Real.exp (-(G * t))) atTop (𝓝 0) :=
    Real.tendsto_exp_neg_atTop_nhds_zero.comp (tendsto_id.const_mul_atTop hG)
  have hlim' : Tendsto (fun t : ℝ => -Real.exp (-(G * t))) atTop (𝓝 0) := by
    simpa only [neg_zero] using hlim.neg
  have key := integral_Ioi_of_hasDerivAt_of_nonneg' hderiv
    (fun t _ => mul_nonneg hG.le (Real.exp_pos _).le) hlim'
  rw [key]
  simp
```

The condition $G>0$ is used for the limit at infinity, `hlim`. For $a\ge0$ the result is the probability that the hole survives to time $a$.

Small shifts belong to late decays, because $c/t\le s$ means $t\ge c/s$. The probability of a shift of at most $s$ is therefore

$$\int_0^s f(u)\,du=\int_{c/s}^\infty G e^{-Gt}\,dt=e^{-Gc/s}.$$

```lean
/-- For positive `G`, `c` and `s`, the probability of a shift of at most `s` is
`exp (-G c / s)`. -/
theorem shift_cumulative {G c s : ℝ} (hG : 0 < G) (hc : 0 < c) (hs : 0 < s) :
    ∫ u in Ioc 0 s, shiftDensity G c u = Real.exp (-(G * c / s)) := by
  have h := shift_law (G := G) (S := Ioc 0 s) hc measurableSet_Ioc
    (fun u hu => hu.1) (fun _ => 1)
  -- small shifts belong to late decays
  have hset : {t : ℝ | 0 < t ∧ c / t ∈ Ioc 0 s} = Ici (c / s) := by
    ext t
    constructor
    · rintro ⟨ht, _, h2⟩
      rw [div_le_iff₀ ht] at h2
      show c / s ≤ t
      rw [div_le_iff₀ hs]
      linarith
    · intro ht
      have ht' : c / s ≤ t := ht
      have h0 : 0 < t := lt_of_lt_of_le (div_pos hc hs) ht'
      refine ⟨h0, div_pos hc h0, ?_⟩
      rw [div_le_iff₀ hs] at ht'
      rw [div_le_iff₀ h0]
      linarith
  simp only [mul_one] at h
  rw [hset, integral_Ici_eq_integral_Ioi, decay_tail hG] at h
  rw [← h, mul_div_assoc]
```

Here `shift_law` is used with the constant observable $h=1$, and `hset` is the rearranged inequality.

Every positive decay time gives a positive shift, so the integral over all shifts is the integral over all decay times:

$$\int_0^\infty f(s)\,ds=\int_0^\infty G e^{-Gt}\,dt=1 .$$

```lean
/-- For positive `G` and `c` the shift density integrates to one over all positive shifts. -/
theorem shift_normalised {G c : ℝ} (hG : 0 < G) (hc : 0 < c) :
    ∫ s in Ioi 0, shiftDensity G c s = 1 := by
  have h := shift_law (G := G) (S := Ioi 0) hc measurableSet_Ioi
    (fun u hu => hu) (fun _ => 1)
  have hset : {t : ℝ | 0 < t ∧ c / t ∈ Ioi 0} = Ioi 0 := by
    ext t
    exact ⟨fun ht => ht.1, fun ht => ⟨ht, div_pos hc ht⟩⟩
  simp only [mul_one] at h
  rw [hset, decay_tail hG] at h
  rw [← h]
  simp
```

The proof again takes $h=1$, now with all positive shifts as the window, and evaluates the tail at $a=0$.

## The single maximum

Put $Gc/s=2y$, so that $y>0$, and $y=1$ exactly when $s=Gc/2$. Then

$$f(s)=\frac{1}{Gc}\left(\frac{Gc}{s}\right)^2e^{-Gc/s}=\frac{4}{Gc}\,y^2e^{-2y}.$$

The exponential lies above its tangent, strictly away from the point of contact, so $y<e^{y-1}$ for $y\ne1$. Both sides are positive, and squaring gives $y^2<e^{2y-2}$. Multiplying by $e^{-2y}$ yields $y^2e^{-2y}<e^{-2}$, and hence

$$f(s)<\frac{4e^{-2}}{Gc}=f\!\left(\frac{Gc}{2}\right)\qquad\text{for every positive } s\ne\frac{Gc}{2}.$$

```lean
/-- For positive `G` and `c`, the shift density at any positive shift other than `G c / 2` is
strictly smaller than at `G c / 2`. -/
theorem shift_peak {G c s : ℝ} (hG : 0 < G) (hc : 0 < c) (hs : 0 < s)
    (hne : s ≠ G * c / 2) :
    shiftDensity G c s < shiftDensity G c (G * c / 2) := by
  have ha : 0 < G * c := mul_pos hG hc
  have form : ∀ u : ℝ, 0 < u →
      shiftDensity G c u = (G * c / u) ^ 2 * Real.exp (-(G * c / u)) / (G * c) := by
    intro u hu
    have hu2 : G * c / u ^ 2 = (G * c / u) ^ 2 / (G * c) := by field_simp
    rw [shiftDensity, hu2]
    ring
  obtain ⟨y, hy⟩ : ∃ y, G * c / s = 2 * y := ⟨G * c / s / 2, by ring⟩
  have hy0 : 0 < y := by
    have := div_pos ha hs
    linarith
  have hy1 : y ≠ 1 := by
    intro h
    rw [h, div_eq_iff hs.ne'] at hy
    exact hne (by linarith)
  -- the tangent inequality of the exponential, strict away from `y = 1`
  have hlt : y < Real.exp (y - 1) := by
    have := Real.add_one_lt_exp (sub_ne_zero.mpr hy1)
    linarith
  have hsq : y ^ 2 < Real.exp (y - 1) ^ 2 := pow_lt_pow_left₀ hlt hy0.le two_ne_zero
  have hexp : Real.exp (y - 1) ^ 2 * Real.exp (-(2 * y)) = Real.exp (-2) := by
    rw [sq, ← Real.exp_add, ← Real.exp_add]
    congr 1
    ring
  have hmul := mul_lt_mul_of_pos_right hsq (Real.exp_pos (-(2 * y)))
  rw [hexp] at hmul
  have htwo : G * c / (G * c / 2) = 2 := by field_simp
  rw [form s hs, form (G * c / 2) (by positivity), hy, htwo]
  apply div_lt_div_of_pos_right _ ha
  linarith
```

The statement compares $f(Gc/2)$ with its value at every other positive shift, so the maximum is global and unique, and no derivative of $f$ is needed. In the proof, `form` is the rewriting of $f$, `hlt` the tangent inequality, `hsq` its square and `hexp` the product of exponentials.

For a numerical instance, take $G=0.01$, $v_1=0.5$ and $v_2=1$ in atomic units. Then $c=2-1=1$, and the most probable shift is $0.005$ hartree, about $0.14$ eV. A decay at $t=100$ is followed by overtaking at $T=200$ and $r=100$, with shift $1/r=0.01=c/t$. The probability of a shift no larger than the most probable one is $e^{-2}\approx0.135$, so most shifts lie above the peak.

## Equal speeds as a limit

With $G$ and $v_2>0$ fixed, continuity of $1/v$ at $v_2$ gives

$$\lim_{v\to v_2^-}\frac G2\left(\frac1v-\frac1{v_2}\right)=0 .$$

```lean
/-- For `v₂ > 0`, the shift `G c / 2` with `c = 1/v₁ - 1/v₂` tends to zero as the photoelectron
speed `v₁` approaches the Auger speed `v₂` from below. -/
theorem peak_tendsto_zero (G : ℝ) {v₂ : ℝ} (h2 : 0 < v₂) :
    Tendsto (fun v => G * slownessGap v v₂ / 2) (𝓝[<] v₂) (𝓝 0) := by
  have h1 : Tendsto (fun v : ℝ => v⁻¹) (𝓝[<] v₂) (𝓝 v₂⁻¹) :=
    (tendsto_inv₀ h2.ne').mono_left nhdsWithin_le_nhds
  have h3 := ((h1.sub_const v₂⁻¹).const_mul G).div_const 2
  simpa only [slownessGap, one_div, sub_self, mul_zero, zero_div] using h3
```

The filter `𝓝[<] v₂` expresses the approach from below. The proof takes the limit of the inverse speed and carries it through the subtraction, the factor $G$ and the division by two.

For $G>0$ and $0<v_1<v_2$ we have $1/v_1>1/v_2$, hence $c>0$, and the preceding steps apply together. The density integrates to one, its peak position $Gc/2$ is positive, every other positive shift has a strictly smaller density, and the peak position tends to zero as the photoelectron speed approaches $v_2$ from below.

```lean
/-- For decay rate `G > 0` and speeds `0 < v₁ < v₂`, the shift density with `c = 1/v₁ - 1/v₂`
integrates to one and has its unique maximum over positive shifts at `G c / 2`, which tends to
zero as the photoelectron speed approaches `v₂` from below. -/
theorem post_collision_shift_distribution {G v₁ v₂ : ℝ} (hG : 0 < G) (h1 : 0 < v₁)
    (h12 : v₁ < v₂) :
    (∫ s in Ioi 0, shiftDensity G (slownessGap v₁ v₂) s = 1) ∧
    0 < G * slownessGap v₁ v₂ / 2 ∧
    (∀ s, 0 < s → s ≠ G * slownessGap v₁ v₂ / 2 →
      shiftDensity G (slownessGap v₁ v₂) s <
        shiftDensity G (slownessGap v₁ v₂) (G * slownessGap v₁ v₂ / 2)) ∧
    Tendsto (fun v => G * slownessGap v v₂ / 2) (𝓝[<] v₂) (𝓝 0) := by
  -- a slower photoelectron has the larger inverse speed
  have hc : 0 < slownessGap v₁ v₂ := sub_pos.mpr (one_div_lt_one_div_of_lt h1 h12)
  exact ⟨shift_normalised hG hc, by positivity, fun s hs hne => shift_peak hG hc hs hne,
    peak_tendsto_zero G (h1.trans h12)⟩

end

end PostCollisionShift
```

These are the four parts of `post_collision_shift_distribution`, in that order. The variable `v` in the last part is the moving photoelectron speed; `v₁` stays fixed in the first three.

The strict inequality $v_1<v_2$ is needed. If $v_1=v_2=1$, then $c=0$ and $f(s)=0$ for every $s>0$, so the total integral is $0$ instead of $1$ and there is no strict maximum. Physically, an Auger electron that starts later at the same speed never catches up. The limit therefore describes peaks at speeds below $v_2$, and not a shift distribution at equal speeds.

The model treats the electrons as classical particles. It leaves out interference between decays at different times and the natural line shape, so $Gc/2$ locates the peak of the classical shift density, which need not be the maximum of a measured line.

```lean
#print axioms PostCollisionShift.shift_at_overtaking
#print axioms PostCollisionShift.shift_cumulative
#print axioms PostCollisionShift.post_collision_shift_distribution
```

```
'PostCollisionShift.shift_at_overtaking' depends on axioms: [propext, Classical.choice, Quot.sound]
'PostCollisionShift.shift_cumulative' depends on axioms: [propext, Classical.choice, Quot.sound]
'PostCollisionShift.post_collision_shift_distribution' depends on axioms: [propext, Classical.choice, Quot.sound]
```
